# The Zak phase of the lower-band spinor (1, −h/|h|)/√2 is −π times the winding of h

Let h be a continuously differentiable, nowhere vanishing, 2π-periodic complex function of the crystal momentum k (the lattice constant is set to one), with winding

W = (1/(2πi)) ∫₀^{2π} h′(k)/h(k) dk.

The spinor u = (1, −h/|h|)/√2 is a normalised negative-energy state of the Bloch matrix with zero diagonal, lower-left entry h and upper-right entry h*, the complex conjugate of h. Its Zak phase is

i ∫₀^{2π} ⟨u, u′⟩ dk = −πW.

W is an integer. Multiplying u by a smooth phase that is single-valued over the zone shifts the Zak phase by a multiple of 2π, so exp(i · Zak phase) = (−1)^W in all such gauges.

## A chain with two sublattices

When electrons hop only between sublattices A and B, and the two on-site energies are equal and set to zero, the Bloch matrix has the form

H(k) = [ 0, h*(k) ; h(k), 0 ].

For the Su–Schrieffer–Heeger chain, h(k) = v + w e^{ik}, with v and w the hopping amplitudes within and between cells. The trace of H is zero and its determinant is −|h|², so the energies are ±|h|. The condition h ≠ 0 therefore says that the gap stays open at every k.

For this non-interacting two-band chain, the result reduces a Berry phase of the lower band, the kind of quantity used in calculations of electronic polarisation, to counting how often h circles the origin.

## The statement in Lean's terms

`blochMatrix z` and `lowerState z` are the matrix and the spinor at one momentum, with z standing for h(k). Components are numbered 0 and 1. The function `h : ℝ → ℂ` carries three hypotheses: `ContDiff ℝ 1 h` (continuously differentiable), `∀ k, h k ≠ 0` (gapped) and `Function.Periodic h (2 * π)`.

`winding h` is W, defined as a complex number and then proved to be an integer. `zakPhase u` is i times the integral of `star (u k) ⬝ᵥ deriv u k`, the inner product being conjugate-linear in its first argument. The main theorem, `zakPhase_eq_neg_pi_mul_winding`, is an equality of complex numbers, not merely one modulo 2π.

A gauge is a factor exp(iθ(k)) with θ real, continuously differentiable, and

θ(2π) = θ(0) + 2πm, m an integer.

The theorem `zakPhase_gauge` gives the value −πW − 2πm in that gauge, and `zakPhase_factor` gives the sign (−1)^W.

Two conventions matter. Here h is the lower-left entry; the winding of the upper-right entry h* is −W. The Bloch matrix is periodic in k, so the positions of the sites inside the cell do not enter the Zak phase. The theorems concern an infinite, non-interacting chain with two bands and exact chiral symmetry, and they say nothing about edge states.

## The spinor and its energy

Acting with H on u gives

component 0: h* · (−h/|h|)/√2 = −|h| · 1/√2,
component 1: h · 1/√2 = −|h| · (−h/|h|)/√2.

Hence Hu = −|h|u, and −|h| < 0. Since |h/|h|| = 1, each component has weight 1/2 and u is normalised.

## How the phase of h turns

Put q = h′/h and φ = h/|h|. Differentiating |h|² = (Re h)² + (Im h)² gives

2|h| |h|′ = 2 Re(h* h′) = 2 Re(q) |h|²,

so |h|′ = Re(q)|h|. The quotient rule then yields

φ′ = h′/|h| − h|h|′/|h|² = (q − Re q)φ = i Im(q) φ.

## The overlap in a general gauge

Let u_θ = e^{iθ}(1, −φ)/√2. Differentiation multiplies component 0 by iθ′ and component 1 by i(θ′ + Im q). As each component has weight 1/2,

⟨u_θ, u_θ′⟩ = ½ iθ′ + ½ i(θ′ + Im q) = i(θ′ + ½ Im q).

## Why the winding is an integer

Consider g(k) = h(k) exp(−∫₀ᵏ q ds). Its derivative is

g′ = (h′ − hq) exp(−∫₀ᵏ q ds) = 0,

so g(2π) = g(0). Because h(2π) = h(0) ≠ 0, this leaves exp(∫₀^{2π} q dk) = 1. Therefore ∫₀^{2π} q dk = 2πi n for some integer n, and W = n.

## Integrating over the zone

The gauge condition gives ∫₀^{2π} θ′ dk = 2πm, and the previous step gives ∫₀^{2π} Im q dk = 2πn. Thus

i ∫₀^{2π} ⟨u_θ, u_θ′⟩ dk = i · i(2πm + πn) = −πW − 2πm.

Setting θ = 0 gives the main result. Exponentiating gives

exp(i(−πn − 2πm)) = (−1)^n.

## On a grid of k points

A program usually has spinors u_0, …, u_{N−1} from a diagonalisation, each with an arbitrary phase. For the periodic Bloch matrix used here, it closes the loop with u_N = u_0 and evaluates

Zak phase ≈ −arg ∏ ⟨u_j, u_{j+1}⟩ (mod 2π), j = 0, …, N−1.

The arbitrary phases cancel, because every spinor occurs once in each slot of the inner product. The minus sign comes from ⟨u_j, u_{j+1}⟩ ≈ exp(⟨u, u′⟩Δk).

The winding can be computed from h alone by summing arg(h_{j+1}/h_j), with h_N = h_0, and dividing by 2π. This gives W if the continuous phase of h changes by less than π in each step. If Δ is one such change, the spinors (1, −h/|h|)/√2 at the two ends of the step give

⟨u_j, u_{j+1}⟩ = (1 + e^{iΔ})/2 = cos(Δ/2) e^{iΔ/2}.

The cosine is positive and the changes Δ add up to 2πW, so the product has the sign (−1)^W even on this finite grid. Arbitrary phases of the computed spinors do not alter the product. Comparing this sign with the parity of the computed winding is a simple check on a code for this two-band model. It does not show that the grid is fine enough: on too coarse a grid the two can agree and both be wrong.

## The complete Lean file

```lean
import Mathlib

open Matrix Complex
open scoped Real ComplexConjugate

namespace ZakPhaseWinding

noncomputable section

/-- The chiral two-band Bloch matrix with off-diagonal element `z`. -/
def blochMatrix (z : ℂ) : Matrix (Fin 2) (Fin 2) ℂ := !![0, conj z; z, 0]

/-- The spinor `(1, -z/|z|)/√2`. -/
def lowerState (z : ℂ) : Fin 2 → ℂ :=
  ![1 / ((√2 : ℝ) : ℂ), -(z / (‖z‖ : ℂ)) / ((√2 : ℝ) : ℂ)]

/-- The winding of `h` over the Brillouin zone: the integral of `h'/h` divided by `2πi`. -/
def winding (h : ℝ → ℂ) : ℂ :=
  (1 / (2 * π * I)) * ∫ k in (0 : ℝ)..(2 * π), deriv h k / h k

/-- The Zak phase of a family of spinors: `i` times the integral of `⟨u, u'⟩`. -/
def zakPhase (u : ℝ → Fin 2 → ℂ) : ℂ :=
  I * ∫ k in (0 : ℝ)..(2 * π), star (u k) ⬝ᵥ deriv u k

/-- Each sublattice carries half of the weight of the spinor. -/
theorem lowerState_weight {z : ℂ} (hz : z ≠ 0) (i : Fin 2) :
    star (lowerState z i) * lowerState z i = 1 / 2 := by
  have hs : ‖((√2 : ℝ) : ℂ)‖ ^ 2 = 2 := by
    rw [Complex.norm_real, Real.norm_eq_abs, sq_abs, Real.sq_sqrt (by norm_num)]
  have hp : ‖z / (‖z‖ : ℂ)‖ = 1 := by
    rw [norm_div, Complex.norm_real, norm_norm, div_self (norm_ne_zero_iff.2 hz)]
  have hn : ‖lowerState z i‖ ^ 2 = 1 / 2 := by
    fin_cases i
    · change ‖1 / ((√2 : ℝ) : ℂ)‖ ^ 2 = 1 / 2
      rw [norm_div, norm_one, div_pow, hs, one_pow]
    · change ‖-(z / (‖z‖ : ℂ)) / ((√2 : ℝ) : ℂ)‖ ^ 2 = 1 / 2
      rw [norm_div, norm_neg, hp, div_pow, hs, one_pow]
  have hc : star (lowerState z i) * lowerState z i = ((‖lowerState z i‖ ^ 2 : ℝ) : ℂ) := by
    rw [← Complex.normSq_eq_norm_sq, Complex.normSq_eq_conj_mul_self]
    rfl
  rw [hc, hn]
  norm_num

/-- For `z ≠ 0` the spinor is a normalised eigenstate of the Bloch matrix with the
negative energy `-|z|`. -/
theorem lowerState_negative_energy {z : ℂ} (hz : z ≠ 0) :
    blochMatrix z *ᵥ lowerState z = (((-‖z‖ : ℝ)) : ℂ) • lowerState z ∧
      -‖z‖ < 0 ∧ star (lowerState z) ⬝ᵥ lowerState z = 1 := by
  have hr : (‖z‖ : ℂ) ≠ 0 := by exact_mod_cast norm_ne_zero_iff.2 hz
  refine ⟨?_, neg_lt_zero.2 (norm_pos_iff.2 hz), ?_⟩
  · have e0 : conj z * (-(z / (‖z‖ : ℂ)) / ((√2 : ℝ) : ℂ))
        = -(‖z‖ : ℂ) * (1 / ((√2 : ℝ) : ℂ)) := by
      have hd : conj z * z / (‖z‖ : ℂ) = ‖z‖ := by
        rw [Complex.conj_mul', div_eq_iff hr, sq]
      linear_combination (-(1 / ((√2 : ℝ) : ℂ))) * hd
    have e1 : z * (1 / ((√2 : ℝ) : ℂ))
        = -(‖z‖ : ℂ) * (-(z / (‖z‖ : ℂ)) / ((√2 : ℝ) : ℂ)) := by
      have hd : z / (‖z‖ : ℂ) * ‖z‖ = z := div_mul_cancel₀ _ hr
      linear_combination (-(1 / ((√2 : ℝ) : ℂ))) * hd
    ext i
    fin_cases i
    · simpa [blochMatrix, lowerState, Matrix.mulVec, dotProduct, Fin.sum_univ_two] using e0
    · simpa [blochMatrix, lowerState, Matrix.mulVec, dotProduct, Fin.sum_univ_two] using e1
  · have h0 := lowerState_weight hz 0
    have h1 := lowerState_weight hz 1
    rw [dotProduct, Fin.sum_univ_two, Pi.star_apply, Pi.star_apply, h0, h1]
    norm_num

/-- If `h' = q h` at `k`, the phase factor `h/|h|` rotates there at the rate `Im q`. -/
theorem hasDerivAt_phase {h : ℝ → ℂ} {q : ℂ} {k : ℝ} (hd : HasDerivAt h (q * h k) k)
    (h0 : h k ≠ 0) :
    HasDerivAt (fun t => h t / (‖h t‖ : ℂ)) (I * q.im * (h k / (‖h k‖ : ℂ))) k := by
  have hpos : 0 < ‖h k‖ := norm_pos_iff.2 h0
  have hr : HasDerivAt (fun t => (h t).re) (q * h k).re k :=
    Complex.reCLM.hasFDerivAt.comp_hasDerivAt k hd
  have hi : HasDerivAt (fun t => (h t).im) (q * h k).im k :=
    Complex.imCLM.hasFDerivAt.comp_hasDerivAt k hd
  have hsq : ∀ t, (h t).re * (h t).re + (h t).im * (h t).im = ‖h t‖ ^ 2 := fun t => by
    rw [← Complex.normSq_apply, Complex.normSq_eq_norm_sq]
  have hne : (h k).re * (h k).re + (h k).im * (h k).im ≠ 0 := by
    rw [hsq]; positivity
  -- the modulus changes at the relative rate `Re q`
  have hN : HasDerivAt (fun t => ‖h t‖) (q.re * ‖h k‖) k := by
    have hs := ((hr.fun_mul hr).fun_add (hi.fun_mul hi)).sqrt hne
    have hfun : (fun t => ‖h t‖)
        = fun t => √((h t).re * (h t).re + (h t).im * (h t).im) := by
      funext t
      rw [hsq, Real.sqrt_sq (norm_nonneg _)]
    rw [hfun]
    refine hs.congr_deriv ?_
    rw [hsq, Real.sqrt_sq hpos.le, div_eq_iff (by positivity)]
    simp only [Complex.mul_re, Complex.mul_im]
    linear_combination 2 * q.re * hsq k
  have hc : (‖h k‖ : ℂ) ≠ 0 := by exact_mod_cast hpos.ne'
  refine (hd.fun_div hN.ofReal_comp hc).congr_deriv ?_
  have e : q - (q.re : ℂ) = I * q.im := by linear_combination -(Complex.re_add_im q)
  have hm : h k / (‖h k‖ : ℂ) * ‖h k‖ = h k := div_mul_cancel₀ _ hc
  rw [← e, div_eq_iff (pow_ne_zero 2 hc)]
  push_cast
  linear_combination (-(q - (q.re : ℂ)) * ‖h k‖) * hm

/-- In the gauge `exp(iθ)` the overlap `⟨u, u'⟩` equals `i (θ' + Im(h'/h)/2)`. -/
theorem berry_overlap {h : ℝ → ℂ} {θ : ℝ → ℝ} {h' : ℂ} {θ' k : ℝ}
    (hd : HasDerivAt h h' k) (h0 : h k ≠ 0) (hθ : HasDerivAt θ θ' k) :
    star (cexp (I * θ k) • lowerState (h k)) ⬝ᵥ
        deriv (fun t => cexp (I * θ t) • lowerState (h t)) k
      = I * ((θ' + (h' / h k).im / 2 : ℝ) : ℂ) := by
  have hφ := hasDerivAt_phase (q := h' / h k) (by rwa [div_mul_cancel₀ _ h0]) h0
  have hE : HasDerivAt (fun t => cexp (I * θ t)) (cexp (I * θ k) * (I * θ')) k :=
    (hθ.ofReal_comp.const_mul I).cexp
  have hu : HasDerivAt (fun t => cexp (I * θ t) • lowerState (h t))
      ![(I * θ') * (cexp (I * θ k) * lowerState (h k) 0),
        (I * θ' + I * (h' / h k).im) * (cexp (I * θ k) * lowerState (h k) 1)] k := by
    rw [hasDerivAt_pi]
    refine Fin.forall_fin_two.2 ⟨?_, ?_⟩
    · exact (hE.mul_const (1 / ((√2 : ℝ) : ℂ))).congr_deriv (by simp [lowerState]; ring)
    · exact (hE.fun_mul (hφ.fun_neg.div_const ((√2 : ℝ) : ℂ))).congr_deriv
        (by simp only [lowerState, Matrix.cons_val_one, Matrix.cons_val_fin_one]; ring)
  have hEE : star (cexp (I * θ k)) * cexp (I * θ k) = 1 := by
    rw [Complex.star_def, Complex.conj_mul', mul_comm I, Complex.norm_exp_ofReal_mul_I]
    norm_num
  have w0 := lowerState_weight h0 0
  have w1 := lowerState_weight h0 1
  rw [hu.deriv, dotProduct, Fin.sum_univ_two]
  simp only [Pi.star_apply, Pi.smul_apply, smul_eq_mul, star_mul', Matrix.cons_val_zero,
    Matrix.cons_val_one, Matrix.cons_val_fin_one]
  push_cast
  -- the gauge factor has modulus one and each component has weight one half
  linear_combination (I * θ') * (star (lowerState (h k) 0) * lowerState (h k) 0) * hEE
    + (I * θ') * w0
    + (I * θ' + I * (h' / h k).im) * (star (lowerState (h k) 1) * lowerState (h k) 1) * hEE
    + (I * θ' + I * (h' / h k).im) * w1

/-- Over a period the integral of `h'/h` is an integer multiple of `2πi`, and the winding
is that integer. -/
theorem winding_integer {h : ℝ → ℂ} (hh : ContDiff ℝ 1 h) (h0 : ∀ k, h k ≠ 0)
    (hp : Function.Periodic h (2 * π)) :
    ∃ n : ℤ, (∫ k in (0 : ℝ)..(2 * π), deriv h k / h k) = n * (2 * π * I) ∧
      winding h = n := by
  have hq : Continuous fun k => deriv h k / h k :=
    (hh.continuous_deriv (by simp)).div hh.continuous h0
  -- `h` divided by the exponential of the running integral is constant
  have hg : ∀ k, HasDerivAt
      (fun t => h t * cexp (-∫ s in (0 : ℝ)..t, deriv h s / h s)) 0 k := fun k => by
    have hL := (hq.integral_hasStrictDerivAt 0 k).hasDerivAt
    have hd := (hh.differentiable (by simp) k).hasDerivAt
    refine (hd.fun_mul hL.fun_neg.cexp).congr_deriv ?_
    have hm : deriv h k / h k * h k = deriv h k := div_mul_cancel₀ _ (h0 k)
    linear_combination (-cexp (-∫ s in (0 : ℝ)..k, deriv h s / h s)) * hm
  have hc := is_const_of_deriv_eq_zero (fun k => (hg k).differentiableAt)
    (fun k => (hg k).deriv) (2 * π) 0
  have hper : h (2 * π) = h 0 := by simpa using hp 0
  simp only [intervalIntegral.integral_same, neg_zero, Complex.exp_zero, hper] at hc
  have he := mul_left_cancel₀ (h0 0) hc
  rw [Complex.exp_neg, inv_eq_one] at he
  obtain ⟨n, hn⟩ := Complex.exp_eq_one_iff.1 he
  refine ⟨n, hn, ?_⟩
  have hpi : (2 * π * I : ℂ) ≠ 0 := Complex.two_pi_I_ne_zero
  rw [winding, hn, one_div, mul_comm, mul_assoc, mul_inv_cancel₀ hpi, mul_one]

/-- In a gauge `exp(iθ)` whose angle advances by `2πm` over the Brillouin zone, the Zak
phase is `-πW - 2πm`. -/
theorem zakPhase_gauge {h : ℝ → ℂ} (hh : ContDiff ℝ 1 h) (h0 : ∀ k, h k ≠ 0)
    (hp : Function.Periodic h (2 * π)) {θ : ℝ → ℝ} (hθ : ContDiff ℝ 1 θ) {m : ℤ}
    (hm : θ (2 * π) = θ 0 + 2 * π * m) :
    zakPhase (fun k => cexp (I * θ k) • lowerState (h k))
      = -π * winding h - 2 * π * m := by
  obtain ⟨n, hn, hw⟩ := winding_integer hh h0 hp
  have hq : Continuous fun k => deriv h k / h k :=
    (hh.continuous_deriv (by simp)).div hh.continuous h0
  have c1 : Continuous fun k => deriv θ k := hθ.continuous_deriv (by simp)
  have c2 : Continuous fun k => (deriv h k / h k).im / 2 :=
    (Complex.continuous_im.comp hq).div_const 2
  have i1 : (∫ k in (0 : ℝ)..(2 * π), deriv θ k) = 2 * π * m := by
    rw [intervalIntegral.integral_eq_sub_of_hasDerivAt
      (fun k _ => (hθ.differentiable (by simp) k).hasDerivAt) (c1.intervalIntegrable _ _), hm]
    ring
  have i2 : (∫ k in (0 : ℝ)..(2 * π), (deriv h k / h k).im) = 2 * π * n := by
    have hi := Complex.imCLM.intervalIntegral_comp_comm
      (hq.intervalIntegrable (μ := MeasureTheory.volume) 0 (2 * π))
    simp only [Complex.imCLM_apply] at hi
    rw [hi, hn, show (n : ℂ) * (2 * π * I) = ((2 * π * n : ℝ) : ℂ) * I by push_cast; ring,
      Complex.im_ofReal_mul, Complex.I_im, mul_one]
  have hb := fun k => berry_overlap (hh.differentiable (by simp) k).hasDerivAt (h0 k)
    (hθ.differentiable (by simp) k).hasDerivAt
  simp only [zakPhase, hb]
  rw [intervalIntegral.integral_const_mul, intervalIntegral.integral_ofReal,
    intervalIntegral.integral_add (c1.intervalIntegrable _ _) (c2.intervalIntegrable _ _),
    intervalIntegral.integral_div, i1, i2, hw]
  push_cast
  linear_combination (2 * π * m + π * n : ℂ) * Complex.I_mul_I

/-- The Zak phase of the negative-energy spinor `(1, -h/|h|)/√2` is `-π` times the winding
of `h`. -/
theorem zakPhase_eq_neg_pi_mul_winding {h : ℝ → ℂ} (hh : ContDiff ℝ 1 h)
    (h0 : ∀ k, h k ≠ 0) (hp : Function.Periodic h (2 * π)) :
    zakPhase (fun k => lowerState (h k)) = -π * winding h := by
  have hz := zakPhase_gauge hh h0 hp (θ := fun _ => 0) contDiff_const (m := 0) (by simp)
  simpa using hz

/-- The winding is an integer `n`, and the Zak phase factor is `(-1)^n` in every gauge `exp(iθ)`
with `θ` continuously differentiable and `exp(iθ)` equal at `0` and `2π`. -/
theorem zakPhase_factor {h : ℝ → ℂ} (hh : ContDiff ℝ 1 h) (h0 : ∀ k, h k ≠ 0)
    (hp : Function.Periodic h (2 * π)) :
    ∃ n : ℤ, winding h = n ∧ ∀ (θ : ℝ → ℝ) (m : ℤ), ContDiff ℝ 1 θ →
      θ (2 * π) = θ 0 + 2 * π * m →
      cexp (I * zakPhase (fun k => cexp (I * θ k) • lowerState (h k))) = (-1) ^ n := by
  obtain ⟨n, -, hw⟩ := winding_integer hh h0 hp
  refine ⟨n, hw, fun θ m hθ hm => ?_⟩
  rw [zakPhase_gauge hh h0 hp hθ hm, hw,
    show I * (-π * (n : ℂ) - 2 * π * m) = ((n + 2 * (-n - m) : ℤ) : ℂ) * (π * I) by
      push_cast; ring,
    Complex.exp_int_mul, Complex.exp_pi_mul_I, zpow_add₀ (by norm_num), _root_.zpow_mul,
    show ((-1 : ℂ) ^ (2 : ℤ)) = 1 by norm_num, _root_.one_zpow, mul_one]

end

end ZakPhaseWinding
```

```lean
#print axioms ZakPhaseWinding.lowerState_negative_energy
#print axioms ZakPhaseWinding.zakPhase_eq_neg_pi_mul_winding
#print axioms ZakPhaseWinding.zakPhase_factor
```

```
'ZakPhaseWinding.lowerState_negative_energy' depends on axioms: [propext, Classical.choice, Quot.sound]
'ZakPhaseWinding.zakPhase_eq_neg_pi_mul_winding' depends on axioms: [propext, Classical.choice, Quot.sound]
'ZakPhaseWinding.zakPhase_factor' depends on axioms: [propext, Classical.choice, Quot.sound]
```

## How the proof follows the derivation

**The state.** `lowerState_weight` shows, for z ≠ 0, that each component has weight 1/2 by computing its squared norm. `lowerState_negative_energy` proves the two component equations as `e0` and `e1`, then adds the two weights for the normalisation.

**The derivatives.** `hasDerivAt_phase` writes |h| as the square root of (Re h)² + (Im h)² and differentiates it; the intermediate result `hN` is |h|′ = Re(q)|h|. The quotient rule, `fun_div`, then gives φ′. In `berry_overlap`, `hu` is the derivative of the gauged spinor, obtained component by component through `hasDerivAt_pi`. The last `linear_combination` uses `hEE`, which says that the gauge factor has modulus one, and the two weights `w0` and `w1`.

**The integer.** `winding_integer` differentiates the running integral by the fundamental theorem of calculus and finds in `hg` that g′ = 0. The lemma `is_const_of_deriv_eq_zero` equates the values of g at 2π and 0. After h(0) is cancelled, `Complex.exp_eq_one_iff` supplies n.

**The integrals.** In `zakPhase_gauge`, `i1` is the integral of θ′. For `i2`, the imaginary part is taken outside the integral of q, whose value is already known. The overlap formula is inserted under the integral sign, and the final step uses i · i = −1.

**The two conclusions.** `zakPhase_eq_neg_pi_mul_winding` is the case θ = 0, m = 0. `zakPhase_factor` writes the exponent as (n + 2(−n − m))πi, so that the even part contributes a factor 1 and (−1)^n remains.
